# Even and odd exchange channels halve the leading multiplication count of the closed-shell CCSD particle-particle ladder

Summed directly, the particle-particle ladder of closed-shell coupled-cluster singles and doubles (CCSD) runs over all ordered pairs of virtual orbitals \(c,d\) for every element it produces:

\[
L(ab,ij)=\sum_{cd} W(ab,cd)\,\tau(ij,cd).
\]

Here \(a,b,c,d\) label virtual spatial orbitals, \(i,j\) label occupied ones, \(W\) holds the two-electron integrals and \(\tau\) the pair amplitudes. Keeping only \(c\ge d\) and doubling the off-diagonal terms generally gives a wrong answer. Exchanging \(c\) and \(d\) turns the term \(W(ab,cd)\,\tau(ij,cd)\) into \(W(ab,dc)\,\tau(ij,dc)\), another term of the same sum that need not equal the first. The restriction to \(c\ge d\) becomes correct once the product is split into two channels, and if \(W\) and \(\tau\) are unchanged when both of their index pairs are reversed together, these channels also have definite parity in the outer labels. The leading number of products is then half that of a direct sum which already uses this joint symmetry.

## Orbitals and the exchange symmetry of a pair

The virtual labels form a finite, linearly ordered type `V`. The order only serves to say which member of a pair comes first; it need not be an energy order. The occupied labels form a type `O`, which needs no structure until products are counted.

In Lean 4 with Mathlib:

```lean
import Mathlib

open Finset

namespace CCSDLadderHalving

noncomputable section

variable {V O M : Type*} [Fintype V] [LinearOrder V]
```

The symmetry required of both arrays is

\[
W(ab,cd)=W(ba,dc),\qquad \tau(ij,cd)=\tau(ji,dc).
\]

It expresses the freedom to relabel two identical electrons: each electron carries one index from each pair, so exchanging the electrons reverses both pairs together. Spatial-orbital integrals \(\langle ab|cd\rangle\) and closed-shell amplitudes \(t_{ij}^{cd}+t_i^c t_j^d\) behave this way. In the code the symmetry is a hypothesis on arbitrary complex arrays, not derived from a Hamiltonian or from the amplitude equations. The type `M` stands for `V` when the predicate is applied to \(W\), and for `O` when it is applied to \(\tau\).

```lean
/-- Simultaneous exchange symmetry `U(pq,cd) = U(qp,dc)` of a four-index array. -/
def PairSymmetric (U : M → M → V → V → ℂ) : Prop :=
  ∀ p q c d, U p q c d = U q p d c
```

## Triangular sums and the two channels

The packed sums run over pairs with \(c\ge d\), stored as `(c, d)` with the larger label first.

```lean
/-- The orbital pairs `(c,d)` with `c ≥ d`. -/
def pairs (V : Type*) [Fintype V] [LinearOrder V] : Finset (V × V) :=
  univ.filter fun p => p.2 ≤ p.1
```

The strict triangle leaves out the diagonal.

```lean
/-- The orbital pairs `(c,d)` with `c > d`. -/
def strictPairs (V : Type*) [Fintype V] [LinearOrder V] : Finset (V × V) :=
  univ.filter fun p => p.2 < p.1
```

A diagonal pair is its own mirror image, so a sum that adds each term to its mirror image would count it twice. The weight \(w_{cd}\) corrects this: \(w_{cc}=\tfrac12\), and \(w_{cd}=1\) for \(c\ne d\).

```lean
/-- The weight of a pair in a triangular sum: one half on the diagonal, one elsewhere. -/
def weight (c d : V) : ℂ := if c = d then 1 / 2 else 1
```

The quantity to be reproduced is the unrestricted double sum \(L(ab,ij)\).

```lean
/-- The particle-particle ladder term `∑_cd W(ab,cd) τ(ij,cd)`. -/
def ladder (W : V → V → V → V → ℂ) (τ : O → O → V → V → ℂ) (a b : V) (i j : O) : ℂ :=
  ∑ c, ∑ d, W a b c d * τ i j c d
```

For fixed outer labels, write \(W_{cd}\) for \(W(ab,cd)\) and \(\tau_{cd}\) for \(\tau(ij,cd)\). The plus channel is

\[
S(ab,ij)=\sum_{c\ge d} w_{cd}\,\frac{(W_{cd}+W_{dc})(\tau_{cd}+\tau_{dc})}{2}.
\]

```lean
/-- The channel `S` built from the plus combinations of integrals and amplitudes. -/
def ladderSym (W : V → V → V → V → ℂ) (τ : O → O → V → V → ℂ) (a b : V) (i j : O) : ℂ :=
  ∑ p ∈ pairs V, weight p.1 p.2 *
    ((W a b p.1 p.2 + W a b p.2 p.1) * (τ i j p.1 p.2 + τ i j p.2 p.1) / 2)
```

The minus channel \(A\) has differences in place of sums:

\[
A(ab,ij)=\sum_{c\ge d} w_{cd}\,\frac{(W_{cd}-W_{dc})(\tau_{cd}-\tau_{dc})}{2}.
\]

```lean
/-- The channel `A` built from the minus combinations of integrals and amplitudes. -/
def ladderAnti (W : V → V → V → V → ℂ) (τ : O → O → V → V → ℂ) (a b : V) (i j : O) : ℂ :=
  ∑ p ∈ pairs V, weight p.1 p.2 *
    ((W a b p.1 p.2 - W a b p.2 p.1) * (τ i j p.1 p.2 - τ i j p.2 p.1) / 2)
```

## Folding the square onto the triangle

For any function \(f\) of two virtual labels,

\[
\sum_{cd} f_{cd}=\sum_{c\ge d} w_{cd}\,(f_{cd}+f_{dc}).
\]

To see this, let \(g_{cd}=w_{cd}\) for \(c\ge d\) and \(g_{cd}=0\) otherwise. Then \(g_{cd}+g_{dc}=1\) always: off the diagonal one of the two is 1 and the other 0, and on it both are \(\tfrac12\). Hence

\[
\sum_{cd} f_{cd}=\sum_{cd}(g_{cd}+g_{dc})f_{cd}
=\sum_{cd}g_{cd}f_{cd}+\sum_{cd}g_{cd}f_{dc},
\]

where the last term comes from renaming \(c\leftrightarrow d\). In the proof, `hg` is the statement about the weights, `swap` is the renaming, and the `calc` chain follows the displayed equalities.

```lean
/-- A sum over all orbital pairs folds onto the triangle `c ≥ d`, with half weight on the
diagonal. -/
theorem sum_eq_triangle (f : V → V → ℂ) :
    ∑ c, ∑ d, f c d =
      ∑ p ∈ pairs V, weight p.1 p.2 * (f p.1 p.2 + f p.2 p.1) := by
  let g : V → V → ℂ := fun c d => if d ≤ c then weight c d else 0
  -- the triangular weights of a pair and of its mirror image add to one
  have hg : ∀ c d, g c d + g d c = 1 := by
    intro c d
    rcases lt_trichotomy c d with h | h | h
    · simp [g, weight, h.le, not_le_of_gt h, h.ne']
    · subst h
      norm_num [g, weight]
    · simp [g, weight, h.le, not_le_of_gt h, h.ne']
  have swap : ∑ c, ∑ d, g c d * f d c = ∑ c, ∑ d, g d c * f c d := Finset.sum_comm
  rw [pairs, Finset.sum_filter, Fintype.sum_prod_type]
  calc ∑ c, ∑ d, f c d = ∑ c, ∑ d, (g c d * f c d + g d c * f c d) := by
        refine Finset.sum_congr rfl fun c _ => Finset.sum_congr rfl fun d _ => ?_
        rw [← add_mul, hg, one_mul]
    _ = ∑ c, ∑ d, g c d * f c d + ∑ c, ∑ d, g c d * f d c := by
        rw [swap]
        simp only [Finset.sum_add_distrib]
    _ = ∑ c, ∑ d, if d ≤ c then weight c d * (f c d + f d c) else 0 := by
        simp only [← Finset.sum_add_distrib]
        refine Finset.sum_congr rfl fun c _ => Finset.sum_congr rfl fun d _ => ?_
        by_cases h : d ≤ c <;> simp [g, h, mul_add]
```

## Splitting each folded product

Apply the fold to \(f_{cd}=W_{cd}\tau_{cd}\). Each bracket then splits by the identity

\[
W_{cd}\tau_{cd}+W_{dc}\tau_{dc}
=\tfrac12(W_{cd}+W_{dc})(\tau_{cd}+\tau_{dc})
+\tfrac12(W_{cd}-W_{dc})(\tau_{cd}-\tau_{dc}),
\]

in which the cross terms cancel. Summing gives \(L=S+A\), for arbitrary arrays and without any symmetry. The first `calc` step is the fold, and `ring` verifies the identity pair by pair.

```lean
/-- The ladder term is the sum of its plus and minus channels. -/
theorem ladder_eq_add (W : V → V → V → V → ℂ) (τ : O → O → V → V → ℂ) (a b : V) (i j : O) :
    ladder W τ a b i j = ladderSym W τ a b i j + ladderAnti W τ a b i j := by
  calc ladder W τ a b i j
      = ∑ p ∈ pairs V, weight p.1 p.2 *
          (W a b p.1 p.2 * τ i j p.1 p.2 + W a b p.2 p.1 * τ i j p.2 p.1) :=
        sum_eq_triangle (fun c d => W a b c d * τ i j c d)
    _ = ladderSym W τ a b i j + ladderAnti W τ a b i j := by
        rw [ladderSym, ladderAnti, ← Finset.sum_add_distrib]
        refine Finset.sum_congr rfl fun p _ => ?_
        ring
```

## Parity in the outer labels

The symmetry of \(W\) gives \(W(ba,cd)=W(ab,dc)\), so

\[
W(ba,cd)\pm W(ba,dc)=\pm\bigl[W(ab,cd)\pm W(ab,dc)\bigr].
\]

Exchanging \(a\) and \(b\) therefore leaves \(S\) unchanged and reverses the sign of \(A\). The same argument applied to \(\tau\) settles the exchange of \(i\) and \(j\):

\[
\begin{aligned}
S(ba,ij)&=S(ab,ij), & S(ab,ji)&=S(ab,ij),\\
A(ba,ij)&=-A(ab,ij), & A(ab,ji)&=-A(ab,ij).
\end{aligned}
\]

The theorem joins these four rules to \(L=S+A\). Each rule is proved term by term: two rewrites with `hW` or `hτ` move the outer exchange onto \(c\) and \(d\), and `ring` collects the sign.

```lean
/-- If `W` and `τ` have the exchange symmetry, the ladder term is `S + A`, where `S` is symmetric
and `A` antisymmetric under exchange of `a` and `b` and under exchange of `i` and `j` separately. -/
theorem ladder_halving {W : V → V → V → V → ℂ} {τ : O → O → V → V → ℂ}
    (hW : PairSymmetric W) (hτ : PairSymmetric τ) (a b : V) (i j : O) :
    ladder W τ a b i j = ladderSym W τ a b i j + ladderAnti W τ a b i j ∧
    ladderSym W τ b a i j = ladderSym W τ a b i j ∧
    ladderSym W τ a b j i = ladderSym W τ a b i j ∧
    ladderAnti W τ b a i j = -ladderAnti W τ a b i j ∧
    ladderAnti W τ a b j i = -ladderAnti W τ a b i j := by
  refine ⟨ladder_eq_add W τ a b i j, ?_, ?_, ?_, ?_⟩
  -- exchanging the outer labels is the same as exchanging `c` and `d` in one factor
  · refine Finset.sum_congr rfl fun p _ => ?_
    rw [hW b a p.1 p.2, hW b a p.2 p.1]
    ring
  · refine Finset.sum_congr rfl fun p _ => ?_
    rw [hτ j i p.1 p.2, hτ j i p.2 p.1]
    ring
  · rw [ladderAnti, ladderAnti, ← Finset.sum_neg_distrib]
    refine Finset.sum_congr rfl fun p _ => ?_
    rw [hW b a p.1 p.2, hW b a p.2 p.1]
    ring
  · rw [ladderAnti, ladderAnti, ← Finset.sum_neg_distrib]
    refine Finset.sum_congr rfl fun p _ => ?_
    rw [hτ j i p.1 p.2, hτ j i p.2 p.1]
    ring
```

It follows that the channels computed for \((ab,ij)\) also supply the element in which only \(a\) and \(b\) are exchanged:

\[
L(ba,ij)=S(ba,ij)+A(ba,ij)=S(ab,ij)-A(ab,ij).
\]

This needs the symmetry of \(W\) alone, so \(\tau\) is arbitrary here. The proof splits \(L(ba,ij)\) into its channels and then uses the same two rewrites inside the sum.

```lean
/-- If `W` has the exchange symmetry, the ladder term with only `a` and `b` exchanged is the
difference `S - A` of the channels computed for the original order. -/
theorem ladder_swap {W : V → V → V → V → ℂ} (hW : PairSymmetric W)
    (τ : O → O → V → V → ℂ) (a b : V) (i j : O) :
    ladder W τ b a i j = ladderSym W τ a b i j - ladderAnti W τ a b i j := by
  rw [ladder_eq_add, ladderSym, ladderAnti, ladderSym, ladderAnti,
    ← Finset.sum_add_distrib, ← Finset.sum_sub_distrib]
  refine Finset.sum_congr rfl fun p _ => ?_
  rw [hW b a p.1 p.2, hW b a p.2 p.1]
  ring
```

In the minus channel the diagonal drops out, because \(W_{cc}-W_{cc}=0\). Every remaining pair has weight 1, so

\[
A(ab,ij)=\sum_{c>d}\frac{(W_{cd}-W_{dc})(\tau_{cd}-\tau_{dc})}{2}.
\]

The proof compares the two sums in the three cases \(c<d\), \(c=d\) and \(c>d\).

```lean
/-- The minus channel is an unweighted sum over the pairs `c > d`. -/
theorem ladderAnti_eq_strict (W : V → V → V → V → ℂ) (τ : O → O → V → V → ℂ)
    (a b : V) (i j : O) :
    ladderAnti W τ a b i j = ∑ p ∈ strictPairs V,
      (W a b p.1 p.2 - W a b p.2 p.1) * (τ i j p.1 p.2 - τ i j p.2 p.1) / 2 := by
  simp only [ladderAnti, pairs, strictPairs, Finset.sum_filter]
  refine Finset.sum_congr rfl ?_
  rintro ⟨c, d⟩ -
  rcases lt_trichotomy c d with h | h | h
  · simp [not_le_of_gt h, not_lt_of_ge h.le]
  · subst h
    simp
  · simp [h, h.le, weight, h.ne']
```

## Counting the products

For \(n\) orbitals, let \(P_n\) be the number of pairs with \(c\ge d\) and \(M_n\) the number with \(c>d\). Reflecting the strict triangle fills the rest of the square, and the two triangles differ by the diagonal:

\[
P_n+M_n=n^2,\qquad P_n=M_n+n,
\]

so \(P_n=n(n+1)/2\) and \(M_n=n(n-1)/2\). The proof writes both counts as sums of zeros and ones; `h1` covers the square and `h2` separates the diagonal.

```lean
/-- For `n` orbitals, the pairs with `c ≥ d` and those with `c > d` number `n²` together and
differ in number by `n`. -/
theorem card_pairs (V : Type*) [Fintype V] [LinearOrder V] :
    (pairs V).card + (strictPairs V).card = Fintype.card V * Fintype.card V ∧
    (pairs V).card = (strictPairs V).card + Fintype.card V := by
  simp only [pairs, strictPairs, Finset.card_filter, Fintype.sum_prod_type]
  constructor
  · have swap : (∑ c : V, ∑ d : V, if d < c then 1 else 0) =
        ∑ c : V, ∑ d : V, if c < d then 1 else 0 := Finset.sum_comm
    rw [swap]
    simp only [← Finset.sum_add_distrib]
    have h1 : ∀ c d : V, ((if d ≤ c then 1 else 0) + (if c < d then 1 else 0) : ℕ) = 1 := by
      intro c d
      by_cases h : d ≤ c
      · simp [h, not_lt_of_ge h]
      · simp [h, lt_of_not_ge h]
    simp [h1]
  · have h2 : ∀ c d : V, (if d ≤ c then 1 else 0 : ℕ) =
        (if d < c then 1 else 0) + (if c = d then 1 else 0) := by
      intro c d
      rcases lt_trichotomy c d with h | h | h
      · simp [not_le_of_gt h, not_lt_of_ge h.le, h.ne]
      · simp [h]
      · simp [h, h.le, h.ne']
    simp only [h2, Finset.sum_add_distrib]
    simp
```

Let there be \(v\) virtual and \(o\) occupied orbitals. By parity, \(S\) is needed only for \(a\ge b\) and \(i\ge j\), and \(A\) only for \(a>b\) and \(i>j\), since it vanishes when either pair coincides. With the inner sums included, the number of products is

\[
N_{\text{packed}}=P_v^2P_o+M_v^2M_o.
\]

```lean
/-- Number of products of an integral and an amplitude combination in both channels, for
`a ≥ b`, `i ≥ j`, `c ≥ d` in `S` and strict inequalities in `A`. -/
def packedCost (V O : Type*) [Fintype V] [LinearOrder V] [Fintype O] [LinearOrder O] : ℕ :=
  (pairs V).card ^ 2 * (pairs O).card + (strictPairs V).card ^ 2 * (strictPairs O).card
```

The direct sum can itself use the simultaneous symmetry, which gives \(L(ab,ij)=L(ba,ji)\). One element is then enough for each unordered pair of compound labels \((a,i)\) and \((b,j)\), and each costs \(v^2\) products:

\[
N_{\text{direct}}=P_{vo}\,v^2=\frac{vo(vo+1)}{2}\,v^2.
\]

The lexicographic order `Lex (V × O)` supplies the linear order that `pairs` requires; the count depends only on the number of compound labels.

```lean
/-- Number of products in the direct sum over all `c, d`, with one ladder element for each
unordered pair of compound labels `(a,i)` and `(b,j)`. -/
def directCost (V O : Type*) [Fintype V] [LinearOrder V] [Fintype O] [LinearOrder O] : ℕ :=
  (pairs (Lex (V × O))).card * Fintype.card V ^ 2
```

Inserting the triangular numbers gives

\[
4N_{\text{packed}}=v^2\bigl[o^2(v^2+1)+2vo\bigr],\qquad
2N_{\text{direct}}=v^4o^2+v^3o,
\]

and therefore

\[
4N_{\text{packed}}=2N_{\text{direct}}+v^2o(o+v).
\]

The leading term falls from \(\tfrac12o^2v^4\) to \(\tfrac14o^2v^4\). For a single virtual orbital the two counts are equal, so the gain appears only as the virtual space grows. The proof moves to rational numbers with `qify`, solves for the five triangular numbers, and finishes with `ring`.

```lean
/-- With `v` virtual and `o` occupied orbitals, four times the packed count equals twice the
direct count plus `v² o (o + v)`. -/
theorem packedCost_eq (V O : Type*) [Fintype V] [LinearOrder V] [Fintype O] [LinearOrder O] :
    4 * packedCost V O = 2 * directCost V O +
      Fintype.card V ^ 2 * Fintype.card O * (Fintype.card O + Fintype.card V) := by
  obtain ⟨v1, v2⟩ := card_pairs V
  obtain ⟨o1, o2⟩ := card_pairs O
  obtain ⟨x1, x2⟩ := card_pairs (Lex (V × O))
  have hx : Fintype.card (Lex (V × O)) = Fintype.card V * Fintype.card O := by
    rw [Fintype.card_lex, Fintype.card_prod]
  rw [hx] at x1 x2
  unfold packedCost directCost
  -- solve for the triangular numbers over the rationals
  qify at *
  have hP : ((pairs V).card : ℚ) = ((Fintype.card V : ℚ) ^ 2 + Fintype.card V) / 2 := by
    linarith
  have hM : ((strictPairs V).card : ℚ) = ((Fintype.card V : ℚ) ^ 2 - Fintype.card V) / 2 := by
    linarith
  have hQ : ((pairs O).card : ℚ) = ((Fintype.card O : ℚ) ^ 2 + Fintype.card O) / 2 := by
    linarith
  have hN : ((strictPairs O).card : ℚ) = ((Fintype.card O : ℚ) ^ 2 - Fintype.card O) / 2 := by
    linarith
  have hR : ((pairs (Lex (V × O))).card : ℚ) =
      (((Fintype.card V : ℚ) * Fintype.card O) ^ 2 + Fintype.card V * Fintype.card O) / 2 := by
    linarith
  rw [hP, hM, hQ, hN, hR]
  ring
```

In closed-shell CCSD with a finite basis, this bears on a contraction that scales as \(o^2v^4\). The count covers only products of an integral combination with an amplitude combination. Forming the combinations, applying weights and factors of one half, unpacking the result and moving data are left out, so the factor of two is not a prediction of run time.

## A two-orbital example with both channels present

Take two virtual and two occupied labels, 0 and 1, and use the same array for \(W\) and \(\tau\):

\[
U(pq,cd)=\delta_{pc}\,\delta_{qd}.
\]

```lean
/-- The two-orbital array `δ_pc δ_qd`. -/
def deltaPair (p q c d : Fin 2) : ℂ := if p = c ∧ q = d then 1 else 0
```

The array is chosen for easy arithmetic and is not a set of Coulomb integrals. Reversing both index pairs only reorders the two deltas, so the symmetry holds. At \(a=i=0\), \(b=j=1\), the only contributing pair is \((c,d)=(1,0)\). The plus combinations are both \(1\) and the minus combinations both \(-1\), so \(S=A=\tfrac12\). Their sum is \(L(01,01)=1\) and their difference is \(L(10,01)=0\), as the deltas require. The theorem records the symmetry and the two channel values, which `simp` obtains by expanding the finite sums.

```lean
/-- The array `δ_pc δ_qd` has the exchange symmetry, and used for both `W` and `τ` it gives
`S = A = 1/2` at `a = i = 0`, `b = j = 1`. -/
theorem ladder_halving_witness :
    PairSymmetric deltaPair ∧
    ladderSym deltaPair deltaPair 0 1 0 1 = 1 / 2 ∧
    ladderAnti deltaPair deltaPair 0 1 0 1 = 1 / 2 := by
  refine ⟨?_, ?_, ?_⟩
  · intro p q c d
    simp only [deltaPair, and_comm]
  · simp [ladderSym, pairs, Finset.sum_filter, Fintype.sum_prod_type, Fin.sum_univ_two,
      deltaPair, weight]
  · simp [ladderAnti, pairs, Finset.sum_filter, Fintype.sum_prod_type, Fin.sum_univ_two,
      deltaPair, weight]

end

end CCSDLadderHalving
```

```lean
#print axioms CCSDLadderHalving.ladder_halving
#print axioms CCSDLadderHalving.ladder_swap
#print axioms CCSDLadderHalving.ladderAnti_eq_strict
#print axioms CCSDLadderHalving.packedCost_eq
```

```
'CCSDLadderHalving.ladder_halving' depends on axioms: [propext, Classical.choice, Quot.sound]
'CCSDLadderHalving.ladder_swap' depends on axioms: [propext, Classical.choice, Quot.sound]
'CCSDLadderHalving.ladderAnti_eq_strict' depends on axioms: [propext, Classical.choice, Quot.sound]
'CCSDLadderHalving.packedCost_eq' depends on axioms: [propext, Classical.choice, Quot.sound]
```
